# In a diagonal second-order functional with excitation energies d_k > 0 and couplings v_k, omitted configurations raise the minimum by their sum of |v_k|²/d_k

A second-order calculation on an atomic ion that keeps only single substitutions gives an energy that may be too high, and the number itself does not say by how much. In a general variational problem the error does not split into one contribution per omitted configuration, because leaving some out can change the best amplitudes of the rest. It does split here, where the zeroth-order Hamiltonian is diagonal, the configurations are finite in number and all excitation energies are positive.

The setting is the expansion in the nuclear charge Z. With lengths scaled by 1/Z, the atomic Hamiltonian is Z²(H₀ + V/Z), where H₀ describes independent electrons in the field of the nucleus and V is their repulsion. The second-order energy is then the coefficient of Z⁰ in the total energy.

## The amplitude functional

```lean
import Mathlib

open Matrix

namespace ZExpansionSecondOrder

noncomputable section

variable {K : Type*} [Fintype K]
```

The type `K` labels the excited configurations. It is finite, so the model is a truncated basis without a continuum.

```lean
/-- The second-order functional of the amplitudes `c`, with excitation energies `d` and
couplings `v` to the reference. -/
def hylleraas (d : K → ℝ) (v c : K → ℂ) : ℝ :=
  ∑ k, (d k * ‖c k‖ ^ 2 + 2 * (star (c k) * v k).re)
```

Each configuration k has a real excitation energy d_k, a complex coupling v_k to the reference and a complex amplitude c_k. With * for complex conjugation, the definition reads

J(c) = Σ_k (d_k |c_k|² + 2 Re(c_k* v_k)).

In Lean, `d : K → ℝ` is a function that assigns a real number to each configuration, `star` is complex conjugation and `.re` takes the real part. For real amplitudes and couplings the second term is 2 v_k c_k.

```lean
/-- The amplitudes that vanish outside the set `S` of configurations. -/
def supported (S : Finset K) : Set (K → ℂ) := {c | ∀ k, k ∉ S → c k = 0}
```

This is the set of amplitude vectors that vanish outside S. It expresses the restriction to the configurations in S.

```lean
/-- The second-order energy sum over the configurations in `S`, for nonzero excitation
energies `d`. -/
def secondOrderEnergy (d : K → ℝ) (v : K → ℂ) (S : Finset K) : ℝ :=
  -∑ k ∈ S, ‖v k‖ ^ 2 / d k
```

Call this quantity W(S):

W(S) = −Σ_{k in S} |v_k|²/d_k.

At this point it is only a formula. That it is a minimum is proved below.

## From matrices to amplitudes

```lean
/-- The reference state, labelled `none`, as a vector. -/
def reference [DecidableEq K] : Option K → ℂ := Pi.single none 1
```

The full basis is `Option K`, which contains one extra element `none` for the reference and an element `some k` for each excited configuration. The reference vector has component 1 at `none` and 0 elsewhere.

```lean
/-- The first-order correction with amplitudes `c` on the excited configurations and no
component on the reference. -/
def correction (c : K → ℂ) : Option K → ℂ := fun o => o.elim 0 c
```

The first-order correction ψ has component 0 on the reference and c_k on configuration k. It is therefore orthogonal to the reference, which is the usual intermediate normalisation.

```lean
/-- For Hermitian `H`, the Hylleraas functional `⟨ψ|H - E₀|ψ⟩ + 2 Re ⟨ψ|V - E₁|0⟩`, where `E₁` is
the diagonal element of `V` in the reference state. -/
def matrixFunctional [DecidableEq K] (H V : Matrix (Option K) (Option K) ℂ) (E₀ : ℝ)
    (ψ : Option K → ℂ) : ℝ :=
  (star ψ ⬝ᵥ (H *ᵥ ψ - (E₀ : ℂ) • ψ)).re +
    2 * (star ψ ⬝ᵥ (V *ᵥ reference - V none none • reference)).re
```

For Hermitian H the first inner product is real, so taking its real part changes nothing, and this is the Hylleraas functional

⟨ψ|H − E₀|ψ⟩ + 2 Re⟨ψ|V − E₁|0⟩,

with |0⟩ the reference and E₁ = ⟨0|V|0⟩. The symbol `*ᵥ` applies a matrix to a vector, and `star ψ ⬝ᵥ` takes the inner product with ψ on the left.

```lean
/-- For a diagonal zeroth-order Hamiltonian, the Hylleraas functional of a first-order
correction is the amplitude functional with `d k = E k - E₀` and `v k = ⟨k|V|0⟩`. -/
theorem matrixFunctional_eq [DecidableEq K] (E : Option K → ℝ)
    (V : Matrix (Option K) (Option K) ℂ) (c : K → ℂ) :
    matrixFunctional (diagonal fun o => (E o : ℂ)) V (E none) (correction c) =
      hylleraas (fun k => E (some k) - E none) (fun k => V (some k) none) c := by
  have h0 : correction c none = 0 := rfl
  have hs : ∀ k, correction c (some k) = c k := fun _ => rfl
  have hr : ∀ k : K, (reference : Option K → ℂ) (some k) = 0 := by
    intro k
    simp [reference]
  have hH : ∀ k, ((diagonal fun o => (E o : ℂ)) *ᵥ correction c) (some k) =
      (E (some k) : ℂ) * c k := by
    intro k
    rw [Matrix.mulVec_diagonal, hs]
  have hV : ∀ k, (V *ᵥ reference) (some k) = V (some k) none := by
    intro k
    simp [reference, Matrix.mulVec, dotProduct, Pi.single_apply]
  -- The reference component drops out, leaving a sum over excited configurations.
  simp only [matrixFunctional, hylleraas, dotProduct, Fintype.sum_option, Pi.star_apply,
    Pi.sub_apply, Pi.smul_apply, hH, hV, h0, hs, hr, star_zero, zero_mul, zero_add,
    smul_eq_mul, mul_zero, sub_zero]
  rw [Complex.re_sum, Complex.re_sum, Finset.mul_sum, ← Finset.sum_add_distrib]
  refine Finset.sum_congr rfl fun k _ => ?_
  rw [← Complex.normSq_eq_norm_sq, Complex.normSq_apply]
  simp only [Complex.star_def, Complex.mul_re, Complex.mul_im, Complex.sub_re,
    Complex.sub_im, Complex.conj_re, Complex.conj_im, Complex.ofReal_re, Complex.ofReal_im]
  ring
```

The theorem takes H diagonal, with zeroth-order energies `E o`, and sets E₀ to the reference energy `E none`. Writing E_k for `E (some k)`, the first term is

⟨ψ|H − E₀|ψ⟩ = Σ_k c_k* (E_k − E₀) c_k = Σ_k (E_k − E₀)|c_k|².

In the second term, E₁ multiplies ⟨ψ|0⟩ = 0, which leaves

2 Re⟨ψ|V|0⟩ = Σ_k 2 Re(c_k* V_k0).

The sum of the two is J(c) with d_k = E_k − E₀ and v_k = V_k0, the matrix element between configuration k and the reference.

The proof first records the components of the vectors, in the lines that start with `have`. The `simp only` step splits each sum over `Option K` into a reference term, which vanishes, and a sum over `K`. The summands are then compared one by one through their real and imaginary parts, and `ring` finishes the algebra.

## The restricted minimum

```lean
/-- Completing the square for one complex amplitude with nonzero excitation energy. -/
theorem complete_square {d : ℝ} (hd : d ≠ 0) (v c : ℂ) :
    d * ‖c‖ ^ 2 + 2 * (star c * v).re = d * ‖c + v / d‖ ^ 2 - ‖v‖ ^ 2 / d := by
  simp only [← Complex.normSq_eq_norm_sq, Complex.normSq_apply, Complex.add_re,
    Complex.add_im, Complex.div_ofReal_re, Complex.div_ofReal_im, Complex.mul_re,
    Complex.star_def, Complex.conj_re, Complex.conj_im]
  field_simp
  ring
```

For a single amplitude, expanding the square gives

d|c + v/d|² = d|c|² + 2 Re(c* v) + |v|²/d.

Moving the last term to the other side gives the stated identity. It needs only d ≠ 0, which is the hypothesis `hd`. Lean writes the squared moduli in real and imaginary parts, clears the denominators with `field_simp` and checks the polynomial identity with `ring`.

```lean
/-- For positive excitation energies and amplitudes supported in `S`, the functional is the
second-order energy of `S` plus a weighted sum of squared amplitude errors. -/
theorem hylleraas_of_supported {d : K → ℝ} (hd : ∀ k, 0 < d k) (v : K → ℂ)
    {S : Finset K} {c : K → ℂ} (hc : c ∈ supported S) :
    hylleraas d v c =
      secondOrderEnergy d v S + ∑ k ∈ S, d k * ‖c k + v k / d k‖ ^ 2 := by
  have h : hylleraas d v c =
      ∑ k ∈ S, (d k * ‖c k‖ ^ 2 + 2 * (star (c k) * v k).re) :=
    (Finset.sum_subset (Finset.subset_univ S) fun k _ hk => by simp [hc k hk]).symm
  rw [h, Finset.sum_congr rfl fun k _ => complete_square (hd k).ne' (v k) (c k),
    Finset.sum_sub_distrib, secondOrderEnergy]
  ring
```

Now let c vanish outside S. The terms of J outside S are zero, and completing the square in each remaining term gives

J(c) = W(S) + Σ_{k in S} d_k |c_k + v_k/d_k|².

The intermediate result `h` reduces the sum over all configurations to a sum over S. The rewriting that follows applies `complete_square` to each term and separates the two parts.

```lean
/-- For positive excitation energies, the minimum of the functional over amplitudes supported
in `S` is attained and equals `-∑ |v k|² / d k` over `S`. -/
theorem isLeast_restricted {d : K → ℝ} (hd : ∀ k, 0 < d k) (v : K → ℂ) (S : Finset K) :
    IsLeast (hylleraas d v '' supported S) (secondOrderEnergy d v S) := by
  classical
  constructor
  · -- The first-order amplitudes annihilate every square.
    have hc : (fun k => if k ∈ S then -(v k / d k) else 0) ∈ supported S :=
      fun k hk => if_neg hk
    refine ⟨_, hc, ?_⟩
    rw [hylleraas_of_supported hd v hc,
      Finset.sum_eq_zero fun k hk => by simp [hk], add_zero]
  · rintro _ ⟨c, hc, rfl⟩
    rw [hylleraas_of_supported hd v hc]
    have : 0 ≤ ∑ k ∈ S, d k * ‖c k + v k / d k‖ ^ 2 :=
      Finset.sum_nonneg fun k _ => mul_nonneg (hd k).le (sq_nonneg _)
    linarith
```

The expression `hylleraas d v '' supported S` is the set of values that J takes on the allowed amplitudes. `IsLeast` says that a number belongs to such a set and that no element of the set is smaller. The theorem therefore states that the minimum over S is attained and equals W(S).

Both halves follow from the previous formula. With

c_k = −v_k/d_k for k in S, and c_k = 0 otherwise,

every square vanishes and J(c) = W(S). For any other allowed c the squares have positive weights, so J(c) ≥ W(S). After `constructor` the proof treats these two halves in this order.

The best amplitude for k involves only d_k and v_k, so it is the same whichever other configurations are kept. Positivity excludes a degenerate reference: if d_k = 0 and v_k ≠ 0 for some k in S, then J is linear in c_k and has no lower bound. This happens for 1s²2s², which has the same hydrogenic zeroth-order energy as 1s²2p² and is coupled to it by the repulsion.

## The cost of the omitted configurations

```lean
/-- For positive excitation energies, the restricted minimum exceeds the full minimum by the
sum of `|v k|² / d k` over the configurations outside `S`. -/
theorem missing_energy [DecidableEq K] {d : K → ℝ} (hd : ∀ k, 0 < d k) {v : K → ℂ}
    {S : Finset K} {ES E : ℝ} (hS : IsLeast (hylleraas d v '' supported S) ES)
    (hE : IsLeast (Set.range (hylleraas d v)) E) :
    ES - E = ∑ k ∈ Sᶜ, ‖v k‖ ^ 2 / d k := by
  have hfull := isLeast_restricted hd v Finset.univ
  have huniv : supported (Finset.univ : Finset K) = Set.univ := by
    ext c
    simp [supported]
  rw [huniv, Set.image_univ] at hfull
  rw [hS.unique (isLeast_restricted hd v S), hE.unique hfull]
  have hsum : ∑ k ∈ S, ‖v k‖ ^ 2 / d k + ∑ k ∈ Sᶜ, ‖v k‖ ^ 2 / d k =
      ∑ k, ‖v k‖ ^ 2 / d k := Finset.sum_add_sum_compl S _
  unfold secondOrderEnergy
  linarith
```

The hypotheses `hS` and `hE` say that `ES` is the minimum over S and `E` the minimum over all amplitudes. `Sᶜ` is the set of configurations outside S. Writing E_S for `ES`, we have E_S = W(S), while E is W of the whole set, so

E_S − E = −Σ_{k in S} |v_k|²/d_k + Σ_{all k} |v_k|²/d_k = Σ_{k not in S} |v_k|²/d_k.

Lean obtains the full minimum by applying `isLeast_restricted` to the set of all configurations, where the support condition is empty. Since a set has at most one least element, `ES` and `E` must equal the two energy sums. The full sum is then split into the parts inside and outside S, and `linarith` does the subtraction.

```lean
/-- For positive excitation energies, restriction to `S` costs no second-order energy exactly
when the reference is uncoupled from every configuration outside `S`. -/
theorem restriction_exact_iff {d : K → ℝ} (hd : ∀ k, 0 < d k) {v : K → ℂ}
    {S : Finset K} {ES E : ℝ} (hS : IsLeast (hylleraas d v '' supported S) ES)
    (hE : IsLeast (Set.range (hylleraas d v)) E) :
    ES = E ↔ ∀ k, k ∉ S → v k = 0 := by
  classical
  rw [← sub_eq_zero, missing_energy hd hS hE,
    Finset.sum_eq_zero_iff_of_nonneg fun k _ => div_nonneg (sq_nonneg _) (hd k).le]
  constructor
  · intro h k hk
    have hz := h k (Finset.mem_compl.mpr hk)
    simpa [(hd k).ne'] using hz
  · intro h k hk
    simp [h k (Finset.mem_compl.mp hk)]
```

The symbol `↔` means "if and only if". The restriction costs nothing exactly when v_k = 0 for every k outside S. The difference E_S − E is a sum of nonnegative terms, so it vanishes only if each term does, and |v_k|²/d_k = 0 with d_k > 0 means v_k = 0. The two bullets at the end of the proof are the two directions of this last step.

## Single and double substitutions

```lean
variable {σ : Type*} [Fintype σ] [DecidableEq σ]

/-- Sets of occupied spin orbitals with as many electrons as the reference `R`, but different
from `R`. -/
abbrev Excited (R : Finset σ) := {D : Finset σ // D.card = R.card ∧ D ≠ R}
```

The configurations now become Slater determinants. The type `σ` is a finite set of spin orbitals, and a determinant is the set of orbitals that it occupies. `Excited R` contains the determinants with the same number of electrons as the reference R, apart from R itself.

```lean
/-- The number of orbitals occupied in `R` and empty in `D`. -/
def substitutions (R D : Finset σ) : ℕ := (R \ D).card
```

The substitution rank of D is the number of orbitals occupied in R and empty in D. Because the electron numbers agree, it is also the number of newly occupied orbitals. Rank 1 is a single substitution and rank 2 a double.

```lean
omit [Fintype σ] in
/-- Every excited configuration has at least one substitution. -/
theorem substitutions_pos {R : Finset σ} (D : Excited R) : 0 < substitutions R D.1 :=
  Finset.card_pos.mpr <| Finset.sdiff_nonempty.mpr fun h =>
    D.2.2 (Finset.eq_of_subset_of_card_le h D.2.1.le).symm
```

An excited determinant has rank at least 1. If no orbital of R were vacated, D would contain all of R, and with equal electron numbers D would be R, which is excluded. The proof is this argument in one expression, with `D.2.2` for the condition D ≠ R and `D.2.1` for the equal electron numbers.

```lean
/-- For positive excitation energies and a perturbation that couples the reference to at most
double substitutions, the second-order energy missed by single substitutions is the sum of
`|v D|² / d D` over the double substitutions. -/
theorem missing_energy_singles {R : Finset σ} {d : Excited R → ℝ} (hd : ∀ D, 0 < d D)
    {v : Excited R → ℂ} (hv : ∀ D, 2 < substitutions R D.1 → v D = 0) {E₁ E : ℝ}
    (h₁ : IsLeast (hylleraas d v ''
      supported (Finset.univ.filter fun D : Excited R => substitutions R D.1 = 1)) E₁)
    (hE : IsLeast (Set.range (hylleraas d v)) E) :
    E₁ - E = ∑ D ∈ Finset.univ.filter (fun D : Excited R => substitutions R D.1 = 2),
      ‖v D‖ ^ 2 / d D := by
  rw [missing_energy hd h₁ hE]
  symm
  apply Finset.sum_subset
  · intro D hD
    simp only [Finset.mem_compl, Finset.mem_filter, Finset.mem_univ, true_and] at hD ⊢
    omega
  · -- What is neither single nor double has rank above two and is uncoupled.
    intro D hD hD'
    simp only [Finset.mem_compl, Finset.mem_filter, Finset.mem_univ, true_and] at hD hD'
    have hpos := substitutions_pos D
    have hzero : v D = 0 := hv D (by omega)
    simp [hzero]

end

end ZExpansionSecondOrder
```

Here `E₁` is the minimum of J over single substitutions, and no longer the first-order energy that appeared in the Hylleraas functional. The theorem states

E₁ − E = Σ_{D of rank 2} |v_D|²/d_D.

The hypothesis `hv` says that v_D = 0 for every rank above 2. It stands for the two-body character of the electron repulsion, which can replace at most two occupied orbitals at once. This selection rule is assumed and not derived from a repulsion operator, and the energies d_D are likewise any positive numbers, not computed from orbital energies.

By `missing_energy`, the gap is the sum over all determinants that are not singles. Their rank is not 1 and, by `substitutions_pos`, not 0, so it is at least 2. Ranks above 2 contribute nothing because of `hv`, and the doubles remain. In Lean, `Finset.sum_subset` compares the two sums. It asks for a proof that the doubles lie outside the singles and that every other term outside the singles is zero, and `omega` settles the integer inequalities between ranks.

For a second-order Z-expansion in a finite orbital basis, about a determinant whose zeroth-order energy lies strictly below that of every other determinant with the same number of electrons, this identifies the energy that a singles-only treatment misses: it is the pair contribution, which is the correlation energy at this order when the singles are counted as orbital relaxation.

The smallest case with a double substitution has two electrons and four spin orbitals. Take a helium-like ion with reference 1s² and only the 1s and 2s orbitals. There are five excited determinants, four singles and the one double 2s². In scaled atomic units the hydrogenic orbital energies are −1/2 and −1/8, so the double has d = 2(−1/8 + 1/2) = 3/4, and the singles miss

E₁ − E = |v|²/d = (4/3)|v|²,

where v is the repulsion matrix element between 2s² and 1s². With one electron there are no doubles, and the singles miss nothing.

```lean
#print axioms ZExpansionSecondOrder.matrixFunctional_eq
-- 'ZExpansionSecondOrder.matrixFunctional_eq' depends on axioms: [propext, Classical.choice, Quot.sound]
#print axioms ZExpansionSecondOrder.restriction_exact_iff
-- 'ZExpansionSecondOrder.restriction_exact_iff' depends on axioms: [propext, Classical.choice, Quot.sound]
#print axioms ZExpansionSecondOrder.missing_energy_singles
-- 'ZExpansionSecondOrder.missing_energy_singles' depends on axioms: [propext, Classical.choice, Quot.sound]
```
